# Gauss-Newton on the redundant coordinates $(x, x^2)$ converges to $0$ for every target $(0,t)$ with $0\le t<1/2$

Describe one Cartesian variable $x$ by two internal coordinates, $x$ and $x^2$, and ask for the values $(0,\tfrac14)$. No $x$ has both, so the best one can do is a least-squares compromise. One Gauss-Newton step from $x$ gives

$$x_{\text{new}}=\frac{\tfrac12x+2x^3}{1+4x^2}=\frac x2 .$$

Starting at $1$, the iterates are $1,\tfrac12,\tfrac14,\tfrac18,\dots$, halving each time. If the values asked for are $(0,0)$, which $x=0$ attains, the same start gives $1,\ 0.4,\ 0.078,\ 0.0009,\dots$ The part of the target that cannot be met sets the speed.

For a general target $(0,t)$ with $0\le t<1/2$, the iterates tend to $0$ from every real start, and from a nonzero start the ratio of successive iterates tends to $2t$. For $t=0$ the convergence is cubic, one order better than Gauss-Newton usually gives for a target that can be met. Converting a step in redundant internal coordinates back to Cartesians raises the same question of unattainable targets; here it is answered for one variable, two unweighted dimensionless coordinates and exact real arithmetic.

## Two coordinates and a B column that never vanishes

Write $q(x)=(x,x^2)$ and $B(x)=dq/dx=(1,2x)$. The step is

$$x_{\text{new}}=x+\frac{B\cdot\big((0,t)-q\big)}{B\cdot B}.$$

It needs $B\cdot B\ne0$, meaning that a small displacement of $x$ always changes some internal coordinate to first order. Here $B\cdot B=1+4x^2\ge1$, so this is a property of the model and appears in no theorem as a hypothesis. With $x^2$ as the only coordinate it would fail at $x=0$.

In the code, coordinates, B column and target are vectors of type `Fin 2 → ℝ`, and `⬝ᵥ` is the ordinary dot product. The step `gnStep t x` is defined by the formula above, with the target parameter first.

```lean
import Mathlib

open Filter Topology Matrix

namespace RedundantGaussNewton

noncomputable section

/-- The redundant internal coordinates `(x, x²)` of a single Cartesian variable `x`. -/
def coords (x : ℝ) : Fin 2 → ℝ := ![x, x ^ 2]

/-- The Wilson B column `(1, 2x)` of the redundant coordinates. -/
def wilsonB (x : ℝ) : Fin 2 → ℝ := ![1, 2 * x]

/-- The target values `(0, t)` of the two internal coordinates. -/
def target (t : ℝ) : Fin 2 → ℝ := ![0, t]

/-- The Gauss-Newton update of `x` towards the target internal coordinates. -/
def gnStep (t x : ℝ) : ℝ :=
  x + (wilsonB x ⬝ᵥ (target t - coords x)) / (wilsonB x ⬝ᵥ wilsonB x)
```

The function `linMisfit t x y` is the squared distance to the target at $y$ when $q$ is replaced by its tangent at $x$.

```lean
/-- The squared misfit to the target at `y`, with the coordinates linearised about `x`. -/
def linMisfit (t x y : ℝ) : ℝ :=
  (target t - coords x - (y - x) • wilsonB x) ⬝ᵥ
    (target t - coords x - (y - x) • wilsonB x)
```

The next theorem confirms, component by component, that `wilsonB` is the derivative of `coords`.

```lean
/-- The Wilson B column is the derivative of the internal coordinates. -/
theorem coords_hasDerivAt (x : ℝ) : HasDerivAt coords (wilsonB x) x := by
  refine hasDerivAt_pi.2 fun i => ?_
  fin_cases i
  · show HasDerivAt (fun y : ℝ => y) 1 x
    exact hasDerivAt_id' x
  · show HasDerivAt (fun y : ℝ => y ^ 2) (2 * x) x
    simpa using hasDerivAt_pow 2 x
```

For the closed form, compute

$$B\cdot\big((0,t)-q\big)=-x+2x(t-x^2)=2tx-x-2x^3 .$$

Adding $x(1+4x^2)$ and dividing by $1+4x^2$ gives

$$x_{\text{new}}=\frac{2tx+2x^3}{1+4x^2}.$$

The proof evaluates the two dot products as `hB` and `hr`, then clears the denominator.

```lean
/-- The closed form of the Gauss-Newton update. -/
theorem gnStep_eq (t x : ℝ) :
    gnStep t x = (2 * t * x + 2 * x ^ 3) / (1 + 4 * x ^ 2) := by
  have h : 1 + 4 * x ^ 2 ≠ 0 := by positivity
  have hB : wilsonB x ⬝ᵥ wilsonB x = 1 + 4 * x ^ 2 := by
    simp [wilsonB, dotProduct, Fin.sum_univ_two]
    ring
  have hr : wilsonB x ⬝ᵥ (target t - coords x) = 2 * t * x - x - 2 * x ^ 3 := by
    simp [wilsonB, target, coords, dotProduct, Fin.sum_univ_two]
    ring
  rw [gnStep, hr, hB, eq_div_iff h, add_mul, div_mul_cancel₀ _ h]
  ring
```

This step is also the minimiser of the linearised misfit. The linearised residual at $y$ is $(-y,\ t+x^2-2xy)$, so the misfit is $M(y)=y^2+(t+x^2-2xy)^2$. Put $s=x_{\text{new}}$. The closed form says $s(1+4x^2)=2x(t+x^2)$, which is the normal equation, and therefore

$$\begin{aligned}
M(y)-M(s)&=(1+4x^2)(y^2-s^2)-4x(t+x^2)(y-s)\\
&=(1+4x^2)\big[(y^2-s^2)-2s(y-s)\big]\\
&=(1+4x^2)(y-s)^2 .
\end{aligned}$$

The excess is positive unless $y=s$. In the proof, `hm` is the formula for $M$, `hs` is the normal equation, and `linear_combination` carries out the subtraction. Neither this theorem nor the closed form restricts $t$.

```lean
/-- The linearised misfit at any `y` exceeds its value at the Gauss-Newton update by
`(1 + 4x²)` times the squared distance of `y` from that update. -/
theorem linMisfit_eq (t x y : ℝ) :
    linMisfit t x y =
      linMisfit t x (gnStep t x) + (1 + 4 * x ^ 2) * (y - gnStep t x) ^ 2 := by
  have hm : ∀ z, linMisfit t x z = z ^ 2 + (t + x ^ 2 - 2 * x * z) ^ 2 := by
    intro z
    simp [linMisfit, wilsonB, target, coords, dotProduct, Fin.sum_univ_two]
    ring
  -- the normal equation satisfied by the update
  have hs : gnStep t x * (1 + 4 * x ^ 2) = 2 * t * x + 2 * x ^ 3 := by
    rw [gnStep_eq, div_mul_cancel₀ _ (by positivity)]
  rw [hm, hm]
  linear_combination 2 * (y - gnStep t x) * hs
```

## A target that a square could have: $0\le t$

The second coordinate is a square, so a negative target for it is unattainable whatever the first coordinate does. The condition $0\le t$ excludes such requests.

Factor the step as $x_{\text{new}}=g(x)\,x$ with

$$g(x)=\frac{2t+2x^2}{1+4x^2}.$$

```lean
/-- The update multiplies `x` by the factor `(2t + 2x²)/(1 + 4x²)`. -/
theorem gnStep_factor (t x : ℝ) :
    gnStep t x = (2 * t + 2 * x ^ 2) / (1 + 4 * x ^ 2) * x := by
  rw [gnStep_eq]
  ring
```

If $t\ge0$, then $g(x)\ge0$, so $|g|=g$ and only an upper bound is needed. Let $c=\max(2t,\tfrac12)$. Then $2t\le c$, and $2x^2\le4cx^2$ because $c\ge\tfrac12$. Adding these gives $2t+2x^2\le c(1+4x^2)$, hence $g(x)\le c$ and $|x_{\text{new}}|\le c|x|$. In the proof the hypothesis enters through `hg`, and `nlinarith` adds the two inequalities.

```lean
/-- For `t ≥ 0` each update changes the distance from the origin by a factor of at most
the larger of `2t` and `1/2`. -/
theorem abs_gnStep_le {t : ℝ} (ht : 0 ≤ t) (x : ℝ) :
    |gnStep t x| ≤ max (2 * t) (1 / 2) * |x| := by
  have h1 := le_max_left (2 * t) (1 / 2)
  have h2 := le_max_right (2 * t) (1 / 2)
  have hg : 0 ≤ (2 * t + 2 * x ^ 2) / (1 + 4 * x ^ 2) := by positivity
  rw [gnStep_factor, abs_mul, abs_of_nonneg hg]
  refine mul_le_mul_of_nonneg_right ?_ (abs_nonneg x)
  rw [div_le_iff₀ (by positivity)]
  nlinarith [mul_nonneg (sub_nonneg.2 h2) (sq_nonneg x)]
```

Without the lower limit on $t$, convergence can fail. For $t=-\tfrac72$ and $x=1$ the step gives $(-7+2)/5=-1$, and the next step returns to $1$: the iteration oscillates for ever.

## A start away from the origin: $x_0\ne0$

The origin is a fixed point, so a calculation started there has nothing to do and no rate to measure. The condition $x_0\ne0$ plays no part in the convergence to $0$. It serves the statements about ratios, by keeping every iterate nonzero.

For $t\ge0$ and $x\ne0$ the numerator $2t+2x^2$ is positive, so $g(x)>0$ and $x_{\text{new}}\ne0$. Induction extends this to all iterates. In Lean, `(gnStep t)^[n] x₀` is the $n$-th iterate $x_n$, with $x_0$ at $n=0$.

```lean
/-- For `t ≥ 0` the iterates from a nonzero start never vanish. -/
theorem iterate_ne_zero {t x₀ : ℝ} (ht : 0 ≤ t) (hx : x₀ ≠ 0) (n : ℕ) :
    (gnStep t)^[n] x₀ ≠ 0 := by
  induction n with
  | zero => exact hx
  | succ n ih =>
    rw [Function.iterate_succ_apply', gnStep_factor]
    exact mul_ne_zero (div_pos (by positivity) (by positivity)).ne' ih
```

From $x_0=0$ every ratio is $0/0$, which Lean evaluates as $0$, so the limit would be wrong for $t>0$. The sign of $t$ matters here too: for $t=-\tfrac14$ the nonzero start $x_0=\tfrac12$ lands exactly on $0$ after one step.

## A mismatch small enough for the origin to win: $t<1/2$

At $x=0$ the first coordinate is met exactly and the second misses by $t$. The full squared misfit is $F(x)=x^2+(x^2-t)^2$, with $F''(0)=2-4t$. This curvature, which no theorem here treats, is positive exactly when $t<1/2$: the origin is then a minimum, and for $t>1/2$ it is a maximum between two minima.

By hand, the hypothesis is used to get $c=\max(2t,\tfrac12)<1$. Repeating the bound gives

$$|x_n|\le c^n|x_0|\longrightarrow0 .$$

For $x_0\ne0$ we may divide by $x_n$, and continuity of $g$ gives

$$\frac{x_{n+1}}{x_n}=g(x_n)\longrightarrow g(0)=2t .$$

The theorem states both limits; `Tendsto … atTop (𝓝 0)` means convergence to $0$ as $n\to\infty$. In the proof, `hc1` is the only place where $t<1/2$ is used. The induction `hb` is the geometric bound, `squeeze_zero_norm` turns it into the first limit, and `hg` supplies the continuity for the second.

```lean
/-- For `0 ≤ t < 1/2` the Gauss-Newton iteration converges to the origin from every real
start, and from a nonzero start the ratio of successive iterates tends to `2t`. -/
theorem gaussNewton_converges {t : ℝ} (ht : 0 ≤ t) (ht' : t < 1 / 2) (x₀ : ℝ) :
    Tendsto (fun n : ℕ => (gnStep t)^[n] x₀) atTop (𝓝 0) ∧
    (x₀ ≠ 0 → Tendsto (fun n : ℕ => (gnStep t)^[n + 1] x₀ / (gnStep t)^[n] x₀)
      atTop (𝓝 (2 * t))) := by
  have hc0 : 0 ≤ max (2 * t) (1 / 2) := le_trans (by norm_num) (le_max_right _ _)
  have hc1 : max (2 * t) (1 / 2) < 1 := max_lt (by linarith) (by norm_num)
  -- geometric bound on the iterates
  have hb : ∀ n : ℕ, ‖(gnStep t)^[n] x₀‖ ≤ max (2 * t) (1 / 2) ^ n * |x₀| := by
    intro n
    induction n with
    | zero => simp
    | succ n ih =>
      rw [Real.norm_eq_abs] at ih ⊢
      rw [Function.iterate_succ_apply']
      calc |gnStep t ((gnStep t)^[n] x₀)|
          ≤ max (2 * t) (1 / 2) * |(gnStep t)^[n] x₀| := abs_gnStep_le ht _
        _ ≤ max (2 * t) (1 / 2) * (max (2 * t) (1 / 2) ^ n * |x₀|) :=
            mul_le_mul_of_nonneg_left ih hc0
        _ = max (2 * t) (1 / 2) ^ (n + 1) * |x₀| := by ring
  have hlim : Tendsto (fun n : ℕ => (gnStep t)^[n] x₀) atTop (𝓝 0) := by
    refine squeeze_zero_norm hb ?_
    simpa using (tendsto_pow_atTop_nhds_zero_of_lt_one hc0 hc1).mul_const |x₀|
  refine ⟨hlim, fun hx => ?_⟩
  -- the ratio is a continuous function of the current iterate
  have hg : Continuous (fun y : ℝ => (2 * t + 2 * y ^ 2) / (1 + 4 * y ^ 2)) :=
    Continuous.div (by fun_prop) (by fun_prop) (fun y => by positivity)
  refine ((hg.tendsto' 0 (2 * t) (by norm_num)).comp hlim).congr fun n => ?_
  show (2 * t + 2 * ((gnStep t)^[n] x₀) ^ 2) / (1 + 4 * ((gnStep t)^[n] x₀) ^ 2) = _
  rw [Function.iterate_succ_apply', gnStep_factor,
    mul_div_cancel_right₀ _ (iterate_ne_zero ht hx n)]
```

At $t=1/2$ the bound has $c=1$ and gives no decay, and the theorem leaves that value out. Above it there is a nonzero start that never moves, as the last section shows.

## A target that can be met: $t=0$

With $t=0$ the two requested values are compatible, and the residual vanishes at the solution. The linear term in the numerator disappears:

$$x_{\text{new}}=\frac{2x^3}{1+4x^2},\qquad |x_{\text{new}}|\le2|x|^3 .$$

The bound follows because the denominator is at least $1$. It holds for every real $x$, although it is informative only near the origin.

```lean
/-- For the target `(0, 0)` the new distance from the origin is at most twice the cube of
the old one. -/
theorem abs_gnStep_zero_le (x : ℝ) : |gnStep 0 x| ≤ 2 * |x| ^ 3 := by
  have hd : 0 < 1 + 4 * x ^ 2 := by positivity
  have hn : |2 * 0 * x + 2 * x ^ 3| = 2 * |x| ^ 3 := by
    rw [show 2 * 0 * x + 2 * x ^ 3 = 2 * x ^ 3 by ring, abs_mul, abs_pow, abs_two]
  rw [gnStep_eq, abs_div, abs_of_pos hd, hn, div_le_iff₀ hd]
  have : 0 ≤ |x| ^ 3 * x ^ 2 := by positivity
  nlinarith
```

The constant $2$ is sharp. From a nonzero start,

$$\frac{x_{n+1}}{x_n^3}=\frac{2}{1+4x_n^2}\longrightarrow2,$$

since $x_n\to0$. The proof takes that limit from `gaussNewton_converges`; `key` is the identity for a single step, and `iterate_ne_zero` permits the division.

```lean
/-- For the target `(0, 0)` and a nonzero start, the ratio of each iterate to the cube of
its predecessor tends to `2`. -/
theorem cubic_rate {x₀ : ℝ} (hx : x₀ ≠ 0) :
    Tendsto (fun n : ℕ => (gnStep 0)^[n + 1] x₀ / ((gnStep 0)^[n] x₀) ^ 3)
      atTop (𝓝 2) := by
  have hlim := (gaussNewton_converges le_rfl (by norm_num) x₀).1
  have hg : Continuous (fun y : ℝ => 2 / (1 + 4 * y ^ 2)) :=
    Continuous.div (by fun_prop) (by fun_prop) (fun y => by positivity)
  have key : ∀ y : ℝ, y ≠ 0 → 2 / (1 + 4 * y ^ 2) = gnStep 0 y / y ^ 3 := by
    intro y hy
    rw [gnStep_eq, div_div, div_eq_div_iff (by positivity) (by positivity)]
    ring
  refine ((hg.tendsto' 0 2 (by norm_num)).comp hlim).congr fun n => ?_
  rw [Function.iterate_succ_apply']
  exact key _ (iterate_ne_zero le_rfl hx n)
```

For $t>0$ the cubic bound fails close to the origin. With $t=\tfrac14$ and $x=\tfrac14$ the new value is $\tfrac18$, while $2|x|^3=\tfrac1{32}$.

Nor does every target that can be met give cubic convergence. For the target $(a,a^2)$ with $a\ne0$, the same calculation by hand gives $x_{\text{new}}-a=2x(x-a)^2/(1+4x^2)$, which is quadratic near $a$. The extra order at $a=0$ comes from the factor $x$, which vanishes there.

## Above one half, a resting point away from the origin

Let $t>1/2$ and $r=\sqrt{t-1/2}>0$. Then $2t+2r^2=4t-1=1+4r^2$, so $g(r)=1$ and the step leaves $r$ where it is. For $t=\tfrac32$ this is the start $x=1$, which gives $(3+2)/5=1$. Convergence to $0$ from every start is therefore false for every $t>1/2$.

The theorem states that $r$ is positive and that all iterates from $r$ equal $r$. Its proof checks one step, using `hs` for $r^2=t-\tfrac12$, and `Function.iterate_fixed` covers the rest. It makes no statement about where other starts go.

```lean
/-- For `t > 1/2` the iteration started at the positive point `√(t - 1/2)` stays there. -/
theorem stationary_of_half_lt {t : ℝ} (ht : 1 / 2 < t) :
    0 < √(t - 1 / 2) ∧ ∀ n : ℕ, (gnStep t)^[n] √(t - 1 / 2) = √(t - 1 / 2) := by
  have hs : √(t - 1 / 2) ^ 2 = t - 1 / 2 := Real.sq_sqrt (by linarith)
  refine ⟨Real.sqrt_pos.2 (by linarith), fun n => Function.iterate_fixed ?_ n⟩
  rw [gnStep_eq, div_eq_iff (by positivity)]
  linear_combination (-2 * √(t - 1 / 2)) * hs

end

end RedundantGaussNewton
```

```lean
#print axioms RedundantGaussNewton.gaussNewton_converges
-- 'RedundantGaussNewton.gaussNewton_converges' depends on axioms: [propext, Classical.choice, Quot.sound]
#print axioms RedundantGaussNewton.abs_gnStep_zero_le
-- 'RedundantGaussNewton.abs_gnStep_zero_le' depends on axioms: [propext, Classical.choice, Quot.sound]
#print axioms RedundantGaussNewton.cubic_rate
-- 'RedundantGaussNewton.cubic_rate' depends on axioms: [propext, Classical.choice, Quot.sound]
#print axioms RedundantGaussNewton.stationary_of_half_lt
-- 'RedundantGaussNewton.stationary_of_half_lt' depends on axioms: [propext, Classical.choice, Quot.sound]
```
